# The open transverse-field Ising chain as a quadratic Majorana Hamiltonian

Take a row of spins ½ in which nearest neighbours are coupled through their x components and a field acts along z. With n + 1 sites the Hamiltonian is a matrix of dimension 2ⁿ⁺¹, yet the spectrum of the open chain can be obtained from a matrix of dimension n + 1, because this Hamiltonian can be rewritten as one of free fermions. But spin operators on different sites commute, while fermion operators anticommute. Which combination reconciles the two, and with what signs?

Label the sites j = 0, …, n. Let a_j and b_j be Majorana operators, two per site, each squaring to 1 and any two different ones anticommuting. Define

Z_j = −i a_j b_j

S_j = Z_0 Z_1 … Z_(j−1), with S_0 = 1

X_j = S_j a_j

The X_j and Z_j then obey the Pauli relations, and for real couplings J_j and fields g_j

−∑ J_j X_j X_(j+1) − ∑ g_j Z_j = i (∑ J_j b_j a_(j+1) + ∑ g_j a_j b_j)

The J sums run over j = 0, …, n−1 and the g sums over j = 0, …, n. The right side is a Kitaev chain whose hopping and pairing amplitudes have equal magnitude; the general Kitaev chain also contains terms a_j b_(j+1).

## Signs in a free-fermion solver

A solver can use the identity to get the energies of the open chain from an (n+1)×(n+1) matrix. These energies cannot reveal a sign error in a single term: each term is a product of two neighbours in the order a_0, b_0, a_1, b_1, …, and changing the sign of the second neighbour and of all operators after it reverses that term alone and preserves the Majorana relations, so the energies depend only on the magnitudes of the J_j and g_j. The signs do matter for the operator identity itself. Such energies are a useful reference for many-body codes, also when couplings and fields vary from site to site.

A ring needs more care. With the total parity P = S_(n+1), the closing bond is

X_n X_0 = i P b_n a_0

whereas an interior bond is −i b_j a_(j+1). In the sector P = +1 the closing bond therefore has the opposite sign (antiperiodic fermions), and in the sector P = −1 the same sign (periodic fermions).

## From Majorana relations to Pauli relations

On one site, b_j a_j = −a_j b_j gives

Z_j² = −a_j b_j a_j b_j = a_j² b_j² = 1

Z_j a_j = −i a_j b_j a_j = i a_j a_j b_j = −a_j Z_j

For k ≠ j, moving a_k or b_k past a_j b_j produces two minus signs, so Z_j commutes with a_k, b_k and Z_k.

All the Z's commute, hence S_j² = 1 and S_j commutes with every Z_k. The string S_k commutes with a_j if j ≥ k. If j < k, exactly one factor, Z_j, anticommutes with a_j, so S_k a_j = −a_j S_k.

The relations on one site follow:

X_j² = S_j a_j S_j a_j = S_j² a_j² = 1

X_j Z_j = S_j a_j Z_j = −S_j Z_j a_j = −Z_j X_j

For k ≠ j, Z_k commutes with both S_j and a_j, hence with X_j. For two X's with j < k, the string sign cancels the fermionic sign:

X_k a_j = S_k a_k a_j = −S_k a_j a_k = a_j S_k a_k = a_j X_k

Since S_j also commutes with S_k and a_k, X_j and X_k commute.

In a bond, the strings cancel except for one factor:

X_j X_(j+1) = S_j a_j S_j Z_j a_(j+1) = a_j Z_j a_(j+1) = −i b_j a_(j+1)

Multiplying by −J_j gives i J_j b_j a_(j+1), and −g_j Z_j = i g_j a_j b_j. Summation gives the Hamiltonian identity. For the closing bond,

P b_n = S_n Z_n b_n = −i S_n a_n b_n² = −i X_n

Multiplying by i on the left and a_0 = X_0 on the right gives i P b_n a_0 = X_n X_0.

## Two sites with J_0 = 3 and g_0 = g_1 = 2

In the Z basis, the spin Hamiltonian splits into two blocks. The states ↑↑ and ↓↓ give

[[−4, −3], [−3, 4]], with energies ±5

and ↑↓ and ↓↑ give

[[0, −3], [−3, 0]], with energies ±3

On the Majorana side, b_0 a_1 = −a_1 b_0, so H = i ∑ a_j M_jk b_k with

M = [[2, 0], [−3, 2]]

The squares of its singular values have sum 4 + 9 + 4 = 17 and product (det M)² = 16. The singular values are therefore 1 and 4. Separate orthogonal rotations of the a's and of the b's preserve the Majorana relations and can bring H to the form i (a'_0 b'_0 + 4 a'_1 b'_1). The operators i a'_0 b'_0 and i a'_1 b'_1 commute and have eigenvalues ±1, and in the four-dimensional spin space each combination of signs occurs once. The energies ±1 ± 4 are again −5, −3, 3 and 5.

## The identities in Lean

```lean
import Mathlib

open Finset
open scoped Kronecker

namespace KitaevIsing

noncomputable section

variable {A : Type*} [Ring A] [Algebra ℂ A] {a b : ℕ → A} {N : ℕ}

/-- Majorana operators `a j`, `b j` on the sites `j < N`: each squares to one and any two
different ones anticommute. -/
structure IsMajoranaChain (N : ℕ) (a b : ℕ → A) : Prop where
  a_sq : ∀ j < N, a j * a j = 1
  b_sq : ∀ j < N, b j * b j = 1
  a_anti : ∀ j < N, ∀ k < N, j ≠ k → a j * a k = -(a k * a j)
  b_anti : ∀ j < N, ∀ k < N, j ≠ k → b j * b k = -(b k * b j)
  ab_anti : ∀ j < N, ∀ k < N, a j * b k = -(b k * a j)

/-- The spin operator `Z_j = -i a_j b_j`. -/
def spinZ (a b : ℕ → A) (j : ℕ) : A := (-Complex.I) • (a j * b j)

/-- The parity string `Z_0 Z_1 ... Z_(j-1)` of all sites before `j`. -/
def parityString (a b : ℕ → A) : ℕ → A
  | 0 => 1
  | j + 1 => parityString a b j * spinZ a b j

/-- The spin operator `X_j = Z_0 ... Z_(j-1) a_j`. -/
def spinX (a b : ℕ → A) (j : ℕ) : A := parityString a b j * a j

/-- The open transverse-field Ising chain with `n` bonds and `n + 1` sites,
`H = -∑ J_j X_j X_(j+1) - ∑ g_j Z_j`. -/
def isingHamiltonian (n : ℕ) (J g : ℕ → ℝ) (X Z : ℕ → A) : A :=
  -(∑ j ∈ range n, (J j : ℂ) • (X j * X (j + 1))) - ∑ j ∈ range (n + 1), (g j : ℂ) • Z j

/-- `Z_j` squares to one and anticommutes with the Majorana operator `a_j` of its own site. -/
theorem spinZ_site (h : IsMajoranaChain N a b) {j : ℕ} (hj : j < N) :
    spinZ a b j * spinZ a b j = 1 ∧ spinZ a b j * a j = -(a j * spinZ a b j) := by
  have hba : b j * a j = -(a j * b j) := by rw [h.ab_anti j hj j hj, neg_neg]
  have e : a j * b j * (a j * b j) = -1 := by
    calc a j * b j * (a j * b j) = a j * (b j * a j) * b j := by simp only [mul_assoc]
      _ = -((a j * a j) * (b j * b j)) := by rw [hba]; noncomm_ring
      _ = -1 := by rw [h.a_sq j hj, h.b_sq j hj, one_mul]
  constructor
  · rw [spinZ, smul_mul_smul_comm, e, neg_mul_neg, Complex.I_mul_I, neg_smul, one_smul, neg_neg]
  · rw [spinZ, smul_mul_assoc, mul_smul_comm, ← smul_neg, mul_assoc, hba, mul_neg]

/-- `Z_j` commutes with `a_k` and with `Z_k` on every other site `k`. -/
theorem spinZ_commute (h : IsMajoranaChain N a b) {j k : ℕ} (hj : j < N) (hk : k < N)
    (hjk : j ≠ k) : Commute (spinZ a b j) (a k) ∧ Commute (spinZ a b j) (spinZ a b k) := by
  -- two anticommutations make a commutation
  have key : ∀ x : A, a j * x = -(x * a j) → b j * x = -(x * b j) →
      Commute (spinZ a b j) x := by
    intro x ha hb
    change spinZ a b j * x = x * spinZ a b j
    rw [spinZ, smul_mul_assoc, mul_smul_comm, mul_assoc (a j) (b j) x, hb, mul_neg,
      ← mul_assoc (a j) x (b j), ha, neg_mul, neg_neg, mul_assoc]
  have ca := key (a k) (h.a_anti j hj k hk hjk) (by rw [h.ab_anti k hk j hj, neg_neg])
  have cb := key (b k) (h.ab_anti j hj k hk) (h.b_anti j hj k hk hjk)
  exact ⟨ca, (ca.mul_right cb).smul_right (-Complex.I)⟩

/-- The parity string commutes with every operator that commutes with all its factors. -/
theorem string_commute (x : A) (j : ℕ) (hx : ∀ k < j, Commute (spinZ a b k) x) :
    Commute (parityString a b j) x := by
  induction j with
  | zero => exact Commute.one_left x
  | succ n ih => exact (ih fun k hk => hx k (by omega)).mul_left (hx n (by omega))

/-- The parity string squares to one. -/
theorem string_sq (h : IsMajoranaChain N a b) (j : ℕ) (hj : j ≤ N) :
    parityString a b j * parityString a b j = 1 := by
  induction j with
  | zero => exact one_mul 1
  | succ n ih =>
    have c : Commute (parityString a b n) (spinZ a b n) := string_commute _ n fun k hk =>
      (spinZ_commute h (by omega) (by omega) (by omega)).2
    change parityString a b n * spinZ a b n * (parityString a b n * spinZ a b n) = 1
    calc _ = parityString a b n * (spinZ a b n * parityString a b n) * spinZ a b n := by
          simp only [mul_assoc]
      _ = (parityString a b n * parityString a b n) * (spinZ a b n * spinZ a b n) := by
          rw [← c.eq]; simp only [mul_assoc]
      _ = 1 := by rw [ih (by omega), (spinZ_site h (by omega)).1, one_mul]

/-- The parity string up to site `k` anticommutes with `a_j` for every earlier site `j`. -/
theorem string_anti (h : IsMajoranaChain N a b) {j : ℕ} (k : ℕ) (hjk : j < k) (hk : k ≤ N) :
    parityString a b k * a j = -(a j * parityString a b k) := by
  induction k with
  | zero => omega
  | succ n ih =>
    change parityString a b n * spinZ a b n * a j = -(a j * (parityString a b n * spinZ a b n))
    by_cases e : j = n
    · have c : Commute (parityString a b n) (a n) := string_commute _ n fun i hi =>
        (spinZ_commute h (by omega) (by omega) (by omega)).1
      rw [e, mul_assoc, (spinZ_site h (by omega)).2, mul_neg, ← mul_assoc, c.eq, mul_assoc]
    · have c : Commute (spinZ a b n) (a j) :=
        (spinZ_commute h (by omega) (by omega) (by omega)).1
      rw [mul_assoc, c.eq, ← mul_assoc, ih (by omega) (by omega), neg_mul, mul_assoc]

/-- The operators `X_j`, `Z_j` built from Majorana operators square to one, anticommute on
one site and commute on different sites. -/
theorem spin_algebra (h : IsMajoranaChain N a b) :
    (∀ j < N, spinZ a b j * spinZ a b j = 1 ∧ spinX a b j * spinX a b j = 1 ∧
      spinX a b j * spinZ a b j = -(spinZ a b j * spinX a b j)) ∧
    (∀ j < N, ∀ k < N, j ≠ k → Commute (spinZ a b j) (spinZ a b k) ∧
      Commute (spinX a b j) (spinZ a b k) ∧ Commute (spinX a b j) (spinX a b k)) := by
  have hSa : ∀ j k, j ≤ k → k < N → Commute (parityString a b j) (a k) := fun j k hjk hk =>
    string_commute _ j fun i hi => (spinZ_commute h (by omega) hk (by omega)).1
  have hZS : ∀ j < N, ∀ k < N, Commute (spinZ a b j) (parityString a b k) := by
    intro j hj k hk
    refine (string_commute _ k fun i hi => ?_).symm
    by_cases e : i = j
    · rw [e]
    · exact (spinZ_commute h (by omega) hj e).2
  -- the sign from the string cancels the sign from exchanging `a j` and `a k`
  have hXX : ∀ j k, j < k → k < N → Commute (spinX a b j) (spinX a b k) := by
    intro j k hjk hk
    have ca : Commute (spinX a b k) (a j) := by
      change parityString a b k * a k * a j = a j * (parityString a b k * a k)
      rw [mul_assoc, h.a_anti k hk j (by omega) (by omega), mul_neg, ← mul_assoc,
        string_anti h k hjk hk.le, neg_mul, neg_neg, mul_assoc]
    have cS : Commute (parityString a b j) (spinX a b k) :=
      (string_commute _ j fun i hi => hZS i (by omega) k hk).mul_right (hSa j k hjk.le hk)
    exact cS.mul_left ca.symm
  constructor
  · intro j hj
    refine ⟨(spinZ_site h hj).1, ?_, ?_⟩
    · calc spinX a b j * spinX a b j
          = parityString a b j * (a j * parityString a b j) * a j := by
            simp only [spinX, mul_assoc]
        _ = (parityString a b j * parityString a b j) * (a j * a j) := by
            rw [← (hSa j j le_rfl hj).eq]; simp only [mul_assoc]
        _ = 1 := by rw [string_sq h j hj.le, h.a_sq j hj, one_mul]
    · rw [spinX, ← mul_assoc (spinZ a b j), (hZS j hj j hj).eq,
        mul_assoc _ (spinZ a b j) (a j), (spinZ_site h hj).2, mul_neg, neg_neg, mul_assoc]
  · intro j hj k hk hjk
    refine ⟨(spinZ_commute h hj hk hjk).2,
      (hZS k hk j hj).symm.mul_left (spinZ_commute h hk hj hjk.symm).1.symm, ?_⟩
    rcases lt_or_gt_of_ne hjk with hlt | hgt
    · exact hXX j k hlt hk
    · exact (hXX k j hgt hj).symm

/-- The Ising bond is a product of two neighbouring Majorana operators:
`X_j X_(j+1) = -i b_j a_(j+1)`. -/
theorem ising_bond (h : IsMajoranaChain N a b) {j : ℕ} (hj : j + 1 < N) :
    spinX a b j * spinX a b (j + 1) = (-Complex.I) • (b j * a (j + 1)) := by
  have c : Commute (parityString a b j) (a j) := string_commute _ j fun i hi =>
    (spinZ_commute h (by omega) (by omega) (by omega)).1
  change parityString a b j * a j * (parityString a b j * spinZ a b j * a (j + 1)) = _
  -- the two strings cancel except for the factor `Z_j`
  calc _ = a j * (parityString a b j * parityString a b j) * (spinZ a b j * a (j + 1)) := by
        rw [c.eq]; simp only [mul_assoc]
    _ = _ := by
        rw [string_sq h j (by omega), mul_one, spinZ, smul_mul_assoc, mul_smul_comm,
          mul_assoc (a j) (b j), ← mul_assoc (a j) (a j), h.a_sq j (by omega), one_mul]

/-- The open transverse-field Ising chain with arbitrary couplings and fields equals the
quadratic Majorana Hamiltonian `i (∑ J_j b_j a_(j+1) + ∑ g_j a_j b_j)`. -/
theorem ising_eq_kitaev (n : ℕ) (h : IsMajoranaChain (n + 1) a b) (J g : ℕ → ℝ) :
    isingHamiltonian n J g (spinX a b) (spinZ a b) =
      Complex.I • (∑ j ∈ range n, (J j : ℂ) • (b j * a (j + 1)) +
        ∑ j ∈ range (n + 1), (g j : ℂ) • (a j * b j)) := by
  have e1 : ∑ j ∈ range n, (J j : ℂ) • (spinX a b j * spinX a b (j + 1)) =
      -(Complex.I • ∑ j ∈ range n, (J j : ℂ) • (b j * a (j + 1))) := by
    rw [Finset.smul_sum, ← Finset.sum_neg_distrib]
    refine Finset.sum_congr rfl fun j hj => ?_
    have hjn := Finset.mem_range.mp hj
    rw [ising_bond h (by omega)]
    module
  have e2 : ∑ j ∈ range (n + 1), (g j : ℂ) • spinZ a b j =
      -(Complex.I • ∑ j ∈ range (n + 1), (g j : ℂ) • (a j * b j)) := by
    rw [Finset.smul_sum, ← Finset.sum_neg_distrib]
    refine Finset.sum_congr rfl fun j _ => ?_
    rw [spinZ]
    module
  rw [isingHamiltonian, e1, e2]
  module

/-- The bond closing a ring of `n + 1` sites carries the total parity `P = Z_0 ... Z_n`:
`X_n X_0 = i P b_n a_0`. -/
theorem closing_bond (n : ℕ) (h : IsMajoranaChain (n + 1) a b) :
    spinX a b n * spinX a b 0 = Complex.I • (parityString a b (n + 1) * b n * a 0) := by
  have e : parityString a b (n + 1) * b n = (-Complex.I) • (parityString a b n * a n) := by
    change parityString a b n * spinZ a b n * b n = _
    rw [spinZ, mul_assoc, smul_mul_assoc, mul_assoc, h.b_sq n (by omega), mul_one,
      mul_smul_comm]
  have hI : Complex.I * -Complex.I = 1 := by simp
  rw [e, smul_mul_assoc, smul_smul, hI, one_smul]
  simp [spinX, parityString]

/-- The Pauli matrix `σ_x`. -/
def pauliX : Matrix (Fin 2) (Fin 2) ℂ := !![0, 1; 1, 0]

/-- The Pauli matrix `σ_y`. -/
def pauliY : Matrix (Fin 2) (Fin 2) ℂ := !![0, -Complex.I; Complex.I, 0]

/-- The Pauli matrix `σ_z`. -/
def pauliZ : Matrix (Fin 2) (Fin 2) ℂ := !![1, 0; 0, -1]

/-- The matrices `σ_x ⊗ 1` for site 0 and `σ_z ⊗ σ_x` for every other site. -/
def matA (j : ℕ) : Matrix (Fin 2 × Fin 2) (Fin 2 × Fin 2) ℂ :=
  if j = 0 then pauliX ⊗ₖ 1 else pauliZ ⊗ₖ pauliX

/-- The matrices `σ_y ⊗ 1` for site 0 and `σ_z ⊗ σ_y` for every other site. -/
def matB (j : ℕ) : Matrix (Fin 2 × Fin 2) (Fin 2 × Fin 2) ℂ :=
  if j = 0 then pauliY ⊗ₖ 1 else pauliZ ⊗ₖ pauliY

/-- The matrices `matA`, `matB` are Majorana operators of a chain of two sites. -/
theorem majoranaChain_witness : IsMajoranaChain 2 matA matB := by
  -- the Pauli relations on a single factor
  obtain ⟨xx, yy, zz, xy, xz, yz⟩ : pauliX * pauliX = 1 ∧ pauliY * pauliY = 1 ∧
      pauliZ * pauliZ = 1 ∧ pauliX * pauliY = -(pauliY * pauliX) ∧
      pauliX * pauliZ = -(pauliZ * pauliX) ∧ pauliY * pauliZ = -(pauliZ * pauliY) := by
    refine ⟨?_, ?_, ?_, ?_, ?_, ?_⟩ <;> ext i j <;> fin_cases i <;> fin_cases j <;>
      simp [pauliX, pauliY, pauliZ, Matrix.mul_apply, Fin.sum_univ_succ]
  have nl : ∀ M K : Matrix (Fin 2) (Fin 2) ℂ, (-M) ⊗ₖ K = -(M ⊗ₖ K) := by
    intro M K
    ext p q
    simp [Matrix.kroneckerMap_apply]
  have nr : ∀ M K : Matrix (Fin 2) (Fin 2) ℂ, M ⊗ₖ (-K) = -(M ⊗ₖ K) := by
    intro M K
    ext p q
    simp [Matrix.kroneckerMap_apply]
  have a0 : matA 0 = pauliX ⊗ₖ 1 := if_pos rfl
  have a1 : matA 1 = pauliZ ⊗ₖ pauliX := if_neg one_ne_zero
  have b0 : matB 0 = pauliY ⊗ₖ 1 := if_pos rfl
  have b1 : matB 1 = pauliZ ⊗ₖ pauliY := if_neg one_ne_zero
  constructor
  · intro j hj
    interval_cases j <;>
      simp only [a0, a1, ← Matrix.mul_kronecker_mul, xx, zz, mul_one, Matrix.one_kronecker_one]
  · intro j hj
    interval_cases j <;>
      simp only [b0, b1, ← Matrix.mul_kronecker_mul, yy, zz, mul_one, Matrix.one_kronecker_one]
  · intro j hj k hk hjk
    have hcases : (j = 0 ∧ k = 1) ∨ (j = 1 ∧ k = 0) := by omega
    rcases hcases with ⟨rfl, rfl⟩ | ⟨rfl, rfl⟩ <;>
      simp only [a0, a1, ← Matrix.mul_kronecker_mul, xz, nl, mul_one, one_mul, neg_neg]
  · intro j hj k hk hjk
    have hcases : (j = 0 ∧ k = 1) ∨ (j = 1 ∧ k = 0) := by omega
    rcases hcases with ⟨rfl, rfl⟩ | ⟨rfl, rfl⟩ <;>
      simp only [b0, b1, ← Matrix.mul_kronecker_mul, yz, nl, mul_one, one_mul, neg_neg]
  · intro j hj k hk
    interval_cases j <;> interval_cases k <;>
      simp only [a0, a1, b0, b1, ← Matrix.mul_kronecker_mul, zz, xy, xz, yz, nl, nr, mul_one,
        one_mul, neg_neg]

end

end KitaevIsing
```

```lean
#print axioms KitaevIsing.spin_algebra
#print axioms KitaevIsing.ising_eq_kitaev
#print axioms KitaevIsing.closing_bond
```

```
'KitaevIsing.spin_algebra' depends on axioms: [propext, Classical.choice, Quot.sound]
'KitaevIsing.ising_eq_kitaev' depends on axioms: [propext, Classical.choice, Quot.sound]
'KitaevIsing.closing_bond' depends on axioms: [propext, Classical.choice, Quot.sound]
```

## How the file follows the algebra

The operators are sequences `a b : ℕ → A` in an arbitrary complex algebra `A`. The hypothesis `IsMajoranaChain N a b` states the Majorana relations for sites below `N` and leaves later entries unconstrained. The symbol `•` is multiplication by a scalar. `spinZ`, `parityString` and `spinX` are Z_j, S_j and X_j, and `isingHamiltonian` is the left side of the Hamiltonian identity.

`spinZ_site` and `spinZ_commute` contain the relations for Z_j; the local claim `key` in the latter is the cancellation of two minus signs. Three inductions on string length follow. `string_commute` passes an operator through the factors, `string_sq` gives S_j² = 1, and `string_anti` finds the single minus sign by asking whether the last factor sits on site j.

`spin_algebra` collects the Pauli relations, with the sign cancellation in its step `hXX`. `ising_bond` removes the squared string. `ising_eq_kitaev` applies this bond by bond, and `module` collects the scalar factors. `closing_bond` first computes P b_n, as above.

`majoranaChain_witness` checks explicit 4×4 matrices for two sites, σ_x ⊗ 1 and σ_y ⊗ 1 for site 0, σ_z ⊗ σ_x and σ_z ⊗ σ_y for site 1, by reducing every relation to products of single Pauli matrices.

## Operator identities, not spectra

The theorems guarantee exact operator identities for every finite length, down to a single site without bonds, and for arbitrary real couplings and fields. They fix the normalisation a_j² = b_j² = 1; a code whose Majorana operators square to 1/2 must rescale them.

The Majorana relations are assumed. They express fermionic statistics, with each fermion mode split into two operators. Physical Majorana operators are also Hermitian, but the algebra `A` carries no adjoint, so the file says nothing about Hermiticity. Explicit matrices are supplied for two sites only.

The construction runs from Majorana operators to spins. A code that starts from Pauli matrices needs the reverse, a_j = S_j X_j and b_j = S_j Y_j with Y_j = i X_j Z_j. That step, the singular values in the example and the boundary conditions in the parity sectors are not part of the Lean theorems. Nor do the theorems test an implementation: its site order, signs and floating-point accuracy need their own checks. The two-site energies test neither signs nor site order, since they stay the same when J_0 changes sign or the two sites are exchanged. Comparing the full matrices of both sides of the identity, with unequal fields, is a stricter test.
